# If a matrix commutes up to ε in spectral norm with every unitary on one tensor factor, averaging that factor out costs at most ε

To follow a local observable $A(t)$ on a large but finite spin lattice, I truncate it to a region: I trace out all spins outside, divide by their dimension $n$, and put the identity back there. For a local Hamiltonian and a region large enough for the time $t$, a Lieb-Robinson bound tells me that $A(t)$ nearly commutes with every operator of norm 1 outside the region. But $n$ grows exponentially with the number of spins I discard. Why doesn't the truncation error pick up a factor of $n$?

## The error is an average of commutators

Because the normalised partial trace is an average over unitaries, and an average of small terms is small however many there are.

Let $M$ be a matrix on $\mathbb{C}^m\otimes\mathbb{C}^n$ with $n\ge 1$, and suppose $\|[M,1\otimes U]\|\le\varepsilon$ for every unitary $U$ on the second factor. Choose signs $s_j=\pm1$ and a permutation $\sigma$ of the $n$ basis states, and set $W_{jk}=s_j\,\delta_{\sigma(j),k}$. This is unitary, since
$$(WW^\dagger)_{jk}=s_js_k\,\delta_{\sigma(j),\sigma(k)}=\delta_{jk}.$$
With $V=1\otimes W$,
$$(VMV^\dagger)_{(i,j),(i',j')}=s_js_{j'}\,M_{(i,\sigma(j)),(i',\sigma(j'))}.$$

Now average over all $N=2^n\,n!$ choices of signs and permutation.

- If $j\ne j'$, flipping $s_j$ reverses the sign of the term, so the average is zero.
- If $j=j'$, the signs square to 1 and $\sigma(j)$ takes each value $k$ equally often. The average is $\frac1n\sum_k M_{(i,k),(i',k)}$.

The average of $VMV^\dagger$ is therefore $\frac1n\mathrm{Tr}_2(M)\otimes1$. Since $VV^\dagger=1$, we have $M-VMV^\dagger=[M,V]V^\dagger$, and so
$$M-\tfrac1n\mathrm{Tr}_2(M)\otimes 1=\frac1N\sum_{W}[M,V]\,V^\dagger .$$
Multiplying by the unitary $V^\dagger$ leaves the spectral norm unchanged, so each term has norm at most $\varepsilon$. By the triangle inequality the left side does too.

A bound $\|[M,1\otimes B]\|\le c\|B\|$ for all $B$ gives error at most $c$, because unitaries have norm 1. Conversely, let $A$ now be any matrix on the first factor, not the observable $A(t)$. Then $A\otimes1$ commutes with $1\otimes U$, so for every unitary $U$
$$\|[M,1\otimes U]\|=\|[M-A\otimes1,\,1\otimes U]\|\le2\|M-A\otimes1\|.$$
Taking the right side as $\varepsilon$ shows that the normalised partial trace is at most twice as bad as any other choice of $A$.

## What the Lean statements say

In the code `m` and `n` are finite index types, not numbers; the dimension written $n$ above is `Fintype.card n`. `ptrace M` is the unnormalised partial trace, `localPart M` is $\frac1n\mathrm{Tr}_2(M)\otimes1$, and `comm M U` means $[M,1\otimes U]$, with `U` given on the second factor alone. The opened scope `Matrix.Norms.L2Operator` makes `‖·‖` the spectral norm. `M` need not be Hermitian.

`localisation` is the main bound, and `localisation_of_commutator_bound` is the version for your truncation, with `M` as $A(t)$ and the second factor as everything outside the region. Its hypothesis concerns every operator on that whole exterior, including those acting jointly on many spins; a bound with constant `c` for single-spin operators alone does not in general give this hypothesis with the same `c`. The constant `c` stands for the leakage of $A(t)$ out of the region. For a local Hamiltonian, a Lieb-Robinson bound makes it small when the region extends far enough beyond the distance that the Lieb-Robinson velocity covers in time $t$; that bound is assumed here, not proved. Both factors are finite-dimensional.

```lean
import Mathlib

open Matrix
open scoped Kronecker Matrix.Norms.L2Operator

namespace LocalisationLemma

noncomputable section

variable {m n : Type*} [Fintype m] [DecidableEq m] [Fintype n] [DecidableEq n]

/-- The operator `1 ⊗ U`, which acts on the second subsystem only. -/
def onSecond (m : Type*) [DecidableEq m] {n : Type*} (U : Matrix n n ℂ) :
    Matrix (m × n) (m × n) ℂ :=
  (1 : Matrix m m ℂ) ⊗ₖ U

/-- The partial trace over the second subsystem. -/
def ptrace {m n : Type*} [Fintype n] (M : Matrix (m × n) (m × n) ℂ) : Matrix m m ℂ :=
  Matrix.of fun i j => ∑ k, M (i, k) (j, k)

/-- The truncation `(1/n) Tr₂(M) ⊗ 1` of `M` to the first subsystem, for a second subsystem
of nonzero dimension `n`. -/
def localPart (M : Matrix (m × n) (m × n) ℂ) : Matrix (m × n) (m × n) ℂ :=
  ((Fintype.card n : ℂ)⁻¹ • ptrace M) ⊗ₖ (1 : Matrix n n ℂ)

/-- The commutator `[M, 1 ⊗ U]` of `M` with an operator on the second subsystem. -/
def comm (M : Matrix (m × n) (m × n) ℂ) (U : Matrix n n ℂ) : Matrix (m × n) (m × n) ℂ :=
  M * onSecond m U - onSecond m U * M

/-- A choice of a sign for each basis state, together with a permutation of the basis. -/
abbrev Signed (n : Type*) := (n → ℤˣ) × Equiv.Perm n

/-- The matrix that permutes the basis states and multiplies them by signs. -/
def signedPerm (g : Signed n) : Matrix n n ℂ :=
  Matrix.of fun j k => if g.2 j = k then ((g.1 j : ℤ) : ℂ) else 0

/-- The signs of two different basis states are uncorrelated when all sign choices are summed. -/
theorem sum_signs {j k : n} (h : j ≠ k) :
    ∑ s : n → ℤˣ, ((s j : ℤ) : ℂ) * ((s k : ℤ) : ℂ) = 0 := by
  -- flipping the sign of state `j` reverses the sum
  have e : ∑ s : n → ℤˣ, ((s j : ℤ) : ℂ) * ((s k : ℤ) : ℂ)
      = ∑ s : n → ℤˣ, -(((s j : ℤ) : ℂ) * ((s k : ℤ) : ℂ)) :=
    Fintype.sum_equiv (Equiv.mulLeft (Function.update (1 : n → ℤˣ) j (-1))) _ _
      (fun s => by simp [Function.update_of_ne h.symm])
  rw [Finset.sum_neg_distrib] at e
  linear_combination e / 2

/-- Averaging `f` over all permuted positions of one basis state gives its average over the
whole basis, written here without denominators. -/
theorem sum_perms (f : n → ℂ) (j : n) :
    (Fintype.card n : ℂ) * ∑ σ : Equiv.Perm n, f (σ j)
      = (Fintype.card (Equiv.Perm n) : ℂ) * ∑ k, f k := by
  have h : ∀ k, ∑ σ : Equiv.Perm n, f (σ k) = ∑ σ : Equiv.Perm n, f (σ j) := fun k =>
    Fintype.sum_equiv (Equiv.mulRight (Equiv.swap j k)) _ _
      (fun σ => by simp [Equiv.Perm.mul_apply])
  calc (Fintype.card n : ℂ) * ∑ σ : Equiv.Perm n, f (σ j)
      = ∑ k, ∑ σ : Equiv.Perm n, f (σ k) := by
        rw [Finset.sum_congr rfl (fun k _ => h k), Finset.sum_const, Finset.card_univ,
          nsmul_eq_mul]
    _ = ∑ σ : Equiv.Perm n, ∑ k, f (σ k) := Finset.sum_comm
    _ = ∑ _σ : Equiv.Perm n, ∑ k, f k :=
        Finset.sum_congr rfl (fun σ _ => Equiv.sum_comp σ f)
    _ = _ := by rw [Finset.sum_const, Finset.card_univ, nsmul_eq_mul]

/-- Signed permutation matrices are unitary. -/
theorem signedPerm_unitary (g : Signed n) : signedPerm g ∈ unitaryGroup n ℂ := by
  rw [mem_unitaryGroup_iff, star_eq_conjTranspose]
  ext j k
  have hs : ((g.1 j : ℤ) : ℂ) * ((g.1 j : ℤ) : ℂ) = 1 := by
    rcases Int.units_eq_one_or (g.1 j) with h | h <;> simp [h]
  rw [Matrix.mul_apply, Finset.sum_eq_single (g.2 j)]
  · by_cases h : j = k
    · subst h
      simp [signedPerm, hs]
    · have h' : g.2 k ≠ g.2 j := fun e => h (g.2.injective e).symm
      simp [signedPerm, h, h']
  · intro l _ hl
    simp [signedPerm, hl.symm]
  · simp

/-- If `U` is unitary on the second subsystem, `1 ⊗ U` is unitary on the composite system. -/
theorem onSecond_unitary {U : Matrix n n ℂ} (hU : U ∈ unitaryGroup n ℂ) :
    onSecond m U ∈ unitaryGroup (m × n) ℂ := by
  rw [mem_unitaryGroup_iff, star_eq_conjTranspose] at *
  rw [onSecond, conjTranspose_kronecker, ← mul_kronecker_mul, hU, conjTranspose_one, one_mul,
    one_kronecker_one]

/-- Conjugation by a signed permutation of the second subsystem permutes the second indices of
`M` and multiplies each entry by two signs. -/
theorem conj_apply (M : Matrix (m × n) (m × n) ℂ) (g : Signed n) (p q : m × n) :
    (onSecond m (signedPerm g) * M * (onSecond m (signedPerm g))ᴴ) p q
      = ((g.1 p.2 : ℤ) : ℂ) * ((g.1 q.2 : ℤ) : ℂ) * M (p.1, g.2 p.2) (q.1, g.2 q.2) := by
  have L : ∀ (X : Matrix (m × n) (m × n) ℂ) (p q : m × n),
      (onSecond m (signedPerm g) * X) p q
        = ((g.1 p.2 : ℤ) : ℂ) * X (p.1, g.2 p.2) q := by
    rintro X ⟨a, b⟩ q
    rw [Matrix.mul_apply, Finset.sum_eq_single (a, g.2 b)]
    · simp [onSecond, signedPerm, kroneckerMap_apply]
    · rintro ⟨x, y⟩ - hne
      by_cases hx : a = x
      · subst hx
        have hy : g.2 b ≠ y := fun h => hne (by rw [h])
        simp [onSecond, signedPerm, kroneckerMap_apply, hy]
      · simp [onSecond, kroneckerMap_apply, hx]
    · simp
  -- the right factor is the left one seen through the adjoint
  have e : onSecond m (signedPerm g) * M * (onSecond m (signedPerm g))ᴴ
      = (onSecond m (signedPerm g) * (onSecond m (signedPerm g) * M)ᴴ)ᴴ := by
    rw [conjTranspose_mul (onSecond m (signedPerm g)) (_ᴴ), conjTranspose_conjTranspose]
  rw [e, conjTranspose_apply, L, conjTranspose_apply, L]
  simp only [star_mul', star_star, star_intCast]
  ring

/-- For a nonempty second subsystem, the truncation error `M - (1/n) Tr₂(M) ⊗ 1` is the average
of `[M, 1 ⊗ W] (1 ⊗ W)ᴴ` over the signed permutations `W`. -/
theorem truncation_error_eq [Nonempty n] (M : Matrix (m × n) (m × n) ℂ) :
    (Fintype.card (Signed n) : ℂ) • (M - localPart M)
      = ∑ g : Signed n, comm M (signedPerm g) * (onSecond m (signedPerm g))ᴴ := by
  have hg : ∀ g : Signed n, comm M (signedPerm g) * (onSecond m (signedPerm g))ᴴ
      = M - onSecond m (signedPerm g) * M * (onSecond m (signedPerm g))ᴴ := by
    intro g
    have hu : onSecond m (signedPerm g) * (onSecond m (signedPerm g))ᴴ = 1 :=
      mem_unitaryGroup_iff.mp (onSecond_unitary (signedPerm_unitary g))
    rw [comm, sub_mul, mul_assoc M, hu, mul_one]
  have avg : ∑ g : Signed n, onSecond m (signedPerm g) * M * (onSecond m (signedPerm g))ᴴ
      = (Fintype.card (Signed n) : ℂ) • localPart M := by
    ext ⟨i, j⟩ ⟨i', j'⟩
    rw [Matrix.sum_apply]
    simp only [conj_apply]
    rw [Fintype.sum_prod_type]
    by_cases h : j = j'
    · -- diagonal in the second factor: permutations make the entries uniform
      subst h
      have hs : ∀ s : n → ℤˣ, ((s j : ℤ) : ℂ) * ((s j : ℤ) : ℂ) = 1 := by
        intro s
        rcases Int.units_eq_one_or (s j) with h | h <;> simp [h]
      have hn : (Fintype.card n : ℂ) ≠ 0 := Nat.cast_ne_zero.mpr Fintype.card_ne_zero
      have key : ∑ σ : Equiv.Perm n, M (i, σ j) (i', σ j)
          = (Fintype.card (Equiv.Perm n) : ℂ)
            * ((Fintype.card n : ℂ)⁻¹ * ∑ k, M (i, k) (i', k)) := by
        apply mul_left_cancel₀ hn
        rw [sum_perms (fun k => M (i, k) (i', k)) j]
        field_simp
      have hR : localPart M (i, j) (i', j)
          = (Fintype.card n : ℂ)⁻¹ * ∑ k, M (i, k) (i', k) := by
        simp [localPart, ptrace, kroneckerMap_apply]
      simp only [hs, one_mul]
      rw [key, Matrix.smul_apply, hR, smul_eq_mul, Fintype.card_prod, Nat.cast_mul,
        Finset.sum_const, Finset.card_univ, nsmul_eq_mul, mul_assoc]
    · -- off-diagonal in the second factor: signs cancel
      have hR : localPart M (i, j) (i', j') = 0 := by
        simp [localPart, kroneckerMap_apply, h]
      rw [Matrix.smul_apply, hR, smul_zero, Finset.sum_comm]
      refine Finset.sum_eq_zero fun σ _ => ?_
      have e := congrArg (fun z : ℂ => z * M (i, σ j) (i', σ j')) (sum_signs h)
      simpa only [Finset.sum_mul, zero_mul] using e
  rw [Finset.sum_congr rfl (fun g _ => hg g), Finset.sum_sub_distrib, avg, smul_sub,
    Finset.sum_const, Finset.card_univ, ← Nat.cast_smul_eq_nsmul ℂ]

/-- Localisation lemma: if `M` commutes up to `ε` in spectral norm with every unitary on a
nonempty second subsystem, then `M` is within `ε` of `(1/n) Tr₂(M) ⊗ 1`. -/
theorem localisation [Nonempty n] {M : Matrix (m × n) (m × n) ℂ} {ε : ℝ}
    (h : ∀ U ∈ unitaryGroup n ℂ, ‖comm M U‖ ≤ ε) : ‖M - localPart M‖ ≤ ε := by
  have hN : (0 : ℝ) < Fintype.card (Signed n) := Nat.cast_pos.mpr Fintype.card_pos
  refine le_of_mul_le_mul_left ?_ hN
  calc (Fintype.card (Signed n) : ℝ) * ‖M - localPart M‖
      = ‖(Fintype.card (Signed n) : ℂ) • (M - localPart M)‖ := by
        rw [norm_smul, Complex.norm_natCast]
    _ = ‖∑ g : Signed n, comm M (signedPerm g) * (onSecond m (signedPerm g))ᴴ‖ := by
        rw [truncation_error_eq]
    _ ≤ ∑ g : Signed n, ‖comm M (signedPerm g) * (onSecond m (signedPerm g))ᴴ‖ :=
        norm_sum_le _ _
    _ ≤ ∑ _g : Signed n, ε := by
        refine Finset.sum_le_sum fun g _ => ?_
        have hW := onSecond_unitary (m := m) (signedPerm_unitary g)
        have hW' : (onSecond m (signedPerm g))ᴴ ∈ unitaryGroup (m × n) ℂ := by
          rw [← star_eq_conjTranspose, mem_unitaryGroup_iff, star_star]
          exact mem_unitaryGroup_iff'.mp hW
        rw [CStarRing.norm_mul_mem_unitary _ hW']
        exact h _ (signedPerm_unitary g)
    _ = (Fintype.card (Signed n) : ℝ) * ε := by
        rw [Finset.sum_const, Finset.card_univ, nsmul_eq_mul]

/-- If `‖[M, 1 ⊗ B]‖ ≤ c ‖B‖` for every operator `B` on a nonempty second subsystem, as in a
Lieb-Robinson bound, then truncating `M` to the first subsystem costs at most `c`. -/
theorem localisation_of_commutator_bound [Nonempty n] {M : Matrix (m × n) (m × n) ℂ} {c : ℝ}
    (h : ∀ B : Matrix n n ℂ, ‖comm M B‖ ≤ c * ‖B‖) : ‖M - localPart M‖ ≤ c :=
  localisation fun U hU => by
    have hB := h U
    rwa [CStarRing.norm_of_mem_unitary hU, mul_one] at hB

/-- Converse: the norm of the commutator of `M` with a unitary on the second subsystem is at most
twice the distance from `M` to any operator `A ⊗ 1`. -/
theorem comm_le_two_mul_dist (M : Matrix (m × n) (m × n) ℂ) (A : Matrix m m ℂ)
    {U : Matrix n n ℂ} (hU : U ∈ unitaryGroup n ℂ) :
    ‖comm M U‖ ≤ 2 * ‖M - A ⊗ₖ (1 : Matrix n n ℂ)‖ := by
  have hc : (A ⊗ₖ (1 : Matrix n n ℂ)) * onSecond m U
      = onSecond m U * (A ⊗ₖ (1 : Matrix n n ℂ)) := by
    rw [onSecond, ← mul_kronecker_mul, ← mul_kronecker_mul, mul_one, one_mul, one_mul, mul_one]
  -- `A ⊗ 1` drops out of the commutator
  have e : comm M U = (M - A ⊗ₖ (1 : Matrix n n ℂ)) * onSecond m U
      - onSecond m U * (M - A ⊗ₖ (1 : Matrix n n ℂ)) := by
    rw [comm, sub_mul, mul_sub, hc]
    abel
  have hW := onSecond_unitary (m := m) hU
  rw [e]
  refine (norm_sub_le _ _).trans ?_
  rw [CStarRing.norm_mul_mem_unitary _ hW, CStarRing.norm_mem_unitary_mul _ hW, two_mul]

/-- For a nonempty second subsystem, `(1/n) Tr₂(M) ⊗ 1` approximates `M` with at most twice the
error of any other operator `A ⊗ 1`. -/
theorem localPart_near_optimal [Nonempty n] (M : Matrix (m × n) (m × n) ℂ)
    (A : Matrix m m ℂ) :
    ‖M - localPart M‖ ≤ 2 * ‖M - A ⊗ₖ (1 : Matrix n n ℂ)‖ :=
  localisation fun _ hU => comm_le_two_mul_dist M A hU

end

end LocalisationLemma
```

```lean
#print axioms LocalisationLemma.localisation_of_commutator_bound
#print axioms LocalisationLemma.localPart_near_optimal
```

```
'LocalisationLemma.localisation_of_commutator_bound' depends on axioms: [propext, Classical.choice, Quot.sound]
'LocalisationLemma.localPart_near_optimal' depends on axioms: [propext, Classical.choice, Quot.sound]
```

## From sign flips to the norm bound

`sum_signs` reindexes the sum by flipping the sign at `j`, which shows that it equals its own negative. `sum_perms` uses a swap to show that $\sum_\sigma f(\sigma(k))$ is the same for every $k$, then sums over $k$ and exchanges the two sums.

`signedPerm_unitary` and `onSecond_unitary` give the unitarity of $W$ and $V$. `conj_apply` is the entry formula for $VMV^\dagger$: it computes left multiplication by $V$ once and obtains the right factor by taking adjoints.

`truncation_error_eq` combines these, splitting on whether `j = j'`. It states the averaging identity multiplied through by $N$, which is `Fintype.card (Signed n)`. The `calc` block in `localisation` then applies the triangle inequality (`norm_sum_le`) and unitary invariance (`CStarRing.norm_mul_mem_unitary`), and the positive factor $N$ cancels.

`comm_le_two_mul_dist` subtracts $A\otimes1$ inside the commutator, as above, and `localPart_near_optimal` feeds the resulting bound into `localisation`.
